# Expanding ⟨x, Ax⟩ over a finite orthonormal eigenbasis with real levels

Let `A` be a linear operator on a finite-dimensional real or complex inner product space, with an orthonormal basis of eigenvectors `v i` and real eigenvalues `E i`. The theorem `energy_expansion` says that for every vector `x` the real part of ⟨x, Ax⟩ is the sum of the levels `E i`, each weighted by the squared overlap |⟨v i, x⟩|². The vector `x` need not be normalised; for a nonzero `x`, the energy expectation value is this sum divided by ‖x‖². The proof expands `x` in the eigenbasis, lets `A` act on each term, and then compares the two sums term by term.

In Lean, a first try:

```lean
import Mathlib

open Finset

namespace PenaltyDeflation

noncomputable section

variable {𝕜 V ι : Type*} [RCLike 𝕜] [NormedAddCommGroup V] [InnerProductSpace 𝕜 V] [Fintype ι]

/-- For an orthonormal eigenbasis with real levels, the real part of `⟨x, A x⟩` is the sum of the
levels weighted by the squared overlaps of `x` with the eigenvectors. -/
theorem energy_expansion {A : V →ₗ[𝕜] V} {v : OrthonormalBasis ι 𝕜 V} {E : ι → ℝ}
    (hA : ∀ i, A (v i) = (E i : 𝕜) • v i) (x : V) :
    RCLike.re (inner 𝕜 x (A x)) = ∑ i, E i * ‖inner 𝕜 (v i) x‖ ^ 2 := by
  -- expand `x` in the eigenbasis and let `A` act on each term
  have hx : A x = ∑ i, inner 𝕜 (v i) x • ((E i : 𝕜) • v i) := by
    conv_lhs => rw [← v.sum_repr' x]
    rw [map_sum]
    simp only [map_smul, hA]
  rw [hx, inner_sum, map_sum]
  refine Finset.sum_congr rfl fun i _ => ?_
  have h : inner 𝕜 (v i) x * inner 𝕜 x (v i) = ((‖inner 𝕜 (v i) x‖ ^ 2 : ℝ) : 𝕜) := by
    rw [← inner_conj_symm x (v i), RCLike.mul_conj, RCLike.ofReal_pow]
  rw [inner_smul_right, inner_smul_right, mul_left_comm, mul_comm (inner 𝕜 x (v i)) _ |>.symm.symm,
    RCLike.re_ofReal_mul, h, RCLike.ofReal_re]

end

end PenaltyDeflation
```

The error:

```
Main.lean:25:57: error: Tactic `rewrite` failed: Did not find an occurrence of the pattern
  inner 𝕜 x (v i) * ?m.228
in the target expression
  RCLike.re (↑(E i) * (inner 𝕜 (v i) x * inner 𝕜 x (v i))) = E i * ‖inner 𝕜 (v i) x‖ ^ 2

𝕜 : Type u_1
V : Type u_2
ι : Type u_3
inst✝³ : RCLike 𝕜
inst✝² : NormedAddCommGroup V
inst✝¹ : InnerProductSpace 𝕜 V
inst✝ : Fintype ι
A : V →ₗ[𝕜] V
v : OrthonormalBasis ι 𝕜 V
E : ι → ℝ
hA : ∀ (i : ι), A (v i) = ↑(E i) • v i
x : V
hx : A x = ∑ i, inner 𝕜 (v i) x • ↑(E i) • v i
i : ι
x✝ : i ∈ univ
h : inner 𝕜 (v i) x * inner 𝕜 x (v i) = ↑(‖inner 𝕜 (v i) x‖ ^ 2)
⊢ RCLike.re (↑(E i) * (inner 𝕜 (v i) x * inner 𝕜 x (v i))) = E i * ‖inner 𝕜 (v i) x‖ ^ 2
```

Cause. The error is in the last `rw`, at the `mul_comm` step. By then `mul_left_comm` has already moved the level to the front, and the left side of the goal is the real part of `↑(E i) * (inner 𝕜 (v i) x * inner 𝕜 x (v i))`. The term `mul_comm (inner 𝕜 x (v i)) _` looks for a product whose left factor is `inner 𝕜 x (v i)`. In the goal that inner product occurs only as a right factor, so there is nothing to rewrite. The added `.symm.symm` reverses the equation twice and so leaves its direction as it was.

The repair deletes this step, which was not needed. `RCLike.re_ofReal_mul` can take the real factor `E i` outside the real part at once, and what remains inside is exactly the left side of `h`. Rewriting with `h` turns it into the squared overlap, cast from the reals, and `RCLike.ofReal_re` removes the cast, which leaves the two sides identical. The changed line break is only tidying.

Fix (accepted with no message):

```diff
@@ -23,6 +23,6 @@
   have h : inner 𝕜 (v i) x * inner 𝕜 x (v i) = ((‖inner 𝕜 (v i) x‖ ^ 2 : ℝ) : 𝕜) := by
     rw [← inner_conj_symm x (v i), RCLike.mul_conj, RCLike.ofReal_pow]
-  rw [inner_smul_right, inner_smul_right, mul_left_comm, mul_comm (inner 𝕜 x (v i)) _ |>.symm.symm,
-    RCLike.re_ofReal_mul, h, RCLike.ofReal_re]
+  rw [inner_smul_right, inner_smul_right, mul_left_comm, RCLike.re_ofReal_mul, h,
+    RCLike.ofReal_re]
 
 end
```
